# The same-spin exchange hole of the non-interacting uniform electron gas integrates to −1

Around an electron in a uniform gas, electrons of the same spin are depleted, and the depletion should add up to one missing electron. To keep this from being built into the definition, the hole is written with two independent parameters: an amplitude $n$ and the Fermi wavevector $k_F$. The sum rule then singles out one value of $n$.

The form of the hole is assumed. It comes from a Slater determinant of plane waves filling the Fermi sphere, in the limit of infinite volume; that derivation is not formalised here. Coulomb correlation is absent.

```lean
import Mathlib

open MeasureTheory Set Real
open scoped FourierTransform

namespace ExchangeHoleSumRule

noncomputable section
```

The profile is set by the spherical Bessel function

$$j_1(y)=\frac{\sin y-y\cos y}{y^2}.$$

```lean
/-- The spherical Bessel function of order one, given by this formula for `y ≠ 0`. -/
def j1 (y : ℝ) : ℝ := (sin y - y * cos y) / y ^ 2
```

At separation $r$ the hole is

$$h(r)=-n\left(\frac{3j_1(k_Fr)}{k_Fr}\right)^2.$$

Here $n$ stands for the density of one spin species, not the total density. At $r=0$ Lean's division by zero gives $0$ instead of the limit $-n$, which does not affect the integral.

```lean
/-- Exchange hole at distance `r` from an electron, for same-spin density `n` and Fermi
wavevector `kF`; the formula is meant for `kF * r ≠ 0`. -/
def hole (n kF r : ℝ) : ℝ := -n * (3 * j1 (kF * r) / (kF * r)) ^ 2
```

The radial integral will reduce to $I=\int_0^\infty j_1(y)^2\,dy$. To find it, note that the function $x$ on $[-1,1]$ has Fourier transform $-2i\,j_1(a)$ at wavenumber $a$, so its autocorrelation should transform to $4j_1(a)^2$. That autocorrelation, called `overlap` in the code, is

$$C(u)=\tfrac23-|u|+\tfrac{|u|^3}{6}\quad(|u|\le2),\qquad C(u)=0\quad(|u|>2).$$

The definition uses the factored form $(2-|u|)(2-2|u|-u^2)/6$, with a maximum to cut it off.

```lean
/-- The even function equal to `2/3 - |u| + |u|^3/6` for `|u| ≤ 2` and to zero beyond. -/
def overlap (u : ℝ) : ℝ := max 0 (2 - |u|) * (2 - 2 * |u| - u ^ 2) / 6
```

$C$ is continuous, and it vanishes from $|u|=2$ outwards.

```lean
/-- The overlap function is continuous. -/
theorem continuous_overlap : Continuous overlap :=
  ((continuous_const.max (continuous_const.sub continuous_abs)).mul
    ((continuous_const.sub (continuous_const.mul continuous_abs)).sub
      (continuous_pow 2))).div_const 6

/-- The overlap function vanishes at distances of at least two. -/
theorem overlap_eq_zero {v : ℝ} (hv : 2 ≤ |v|) : overlap v = 0 := by
  rw [overlap, max_eq_left (by linarith), zero_mul, zero_div]
```

For $0\le u\le2$, $C'=-1+u^2/2$, $C''=u$ and $C'''=1$. Repeated integration by parts gives, for $a\ne0$,

$$\int_0^2 2C\cos(au)\,du=2\left[\frac{C\sin au}{a}+\frac{C'\cos au}{a^2}-\frac{u\sin au}{a^3}-\frac{\cos au}{a^4}\right]_0^2.$$

Inserting the limits and using the double-angle formulas leaves

$$4\left(\frac{\cos^2a}{a^2}-\frac{2\sin a\cos a}{a^3}+\frac{\sin^2a}{a^4}\right)=4j_1(a)^2.$$

The proof differentiates the bracket (`hd`), applies the fundamental theorem of calculus, and finishes with $\sin^2a+\cos^2a=1$.

```lean
/-- The cosine transform of the overlap function at a wavenumber `a ≠ 0` is `4 j1(a)^2`. -/
theorem overlap_cosine {a : ℝ} (ha : a ≠ 0) :
    ∫ u in (0 : ℝ)..2, 2 * (overlap u * cos (a * u)) = 4 * j1 a ^ 2 := by
  -- an explicit antiderivative, from repeated integration by parts
  have hd : ∀ u ∈ uIcc (0 : ℝ) 2, HasDerivAt (fun u : ℝ =>
      2 * ((2 / 3 - u + u ^ 3 / 6) * sin (a * u) / a + (-1 + u ^ 2 / 2) * cos (a * u) / a ^ 2
        - u * sin (a * u) / a ^ 3 - cos (a * u) / a ^ 4))
      (2 * (overlap u * cos (a * u))) u := by
    intro u hu
    rw [uIcc_of_le (by norm_num)] at hu
    have ho : overlap u = 2 / 3 - u + u ^ 3 / 6 := by
      rw [overlap, abs_of_nonneg hu.1, max_eq_right (by linarith [hu.2])]
      ring
    have hl : HasDerivAt (fun u : ℝ => a * u) a u := by
      simpa using (hasDerivAt_id' u).const_mul a
    have hs := hl.sin
    have hc := hl.cos
    have hp : HasDerivAt (fun u : ℝ => 2 / 3 - u + u ^ 3 / 6) (-1 + u ^ 2 / 2) u :=
      (((hasDerivAt_id' u).const_sub (2 / 3)).fun_add
        ((hasDerivAt_pow 3 u).div_const 6)).congr_deriv (by norm_num; ring)
    have hq : HasDerivAt (fun u : ℝ => -1 + u ^ 2 / 2) u u :=
      (((hasDerivAt_pow 2 u).div_const 2).const_add (-1)).congr_deriv (by norm_num)
    refine ((((((hp.fun_mul hs).div_const a).fun_add ((hq.fun_mul hc).div_const (a ^ 2))).fun_sub
      (((hasDerivAt_id' u).fun_mul hs).div_const (a ^ 3))).fun_sub
      (hc.div_const (a ^ 4))).const_mul 2).congr_deriv ?_
    rw [ho]
    field_simp
    ring
  have hcont : Continuous (fun u : ℝ => 2 * (overlap u * cos (a * u))) :=
    continuous_const.mul (continuous_overlap.mul (by fun_prop))
  rw [intervalIntegral.integral_eq_sub_of_hasDerivAt hd (hcont.intervalIntegrable _ _)]
  have h1 : sin (a * 2) = 2 * sin a * cos a := by rw [mul_comm, sin_two_mul]
  have h2 : cos (a * 2) = 2 * cos a ^ 2 - 1 := by rw [mul_comm, cos_two_mul]
  have hj : j1 a = sin a / a ^ 2 - cos a / a := by
    unfold j1
    field_simp
  simp only [h1, h2, hj, mul_zero, sin_zero, cos_zero]
  linear_combination (-4 / a ^ 4) * sin_sq_add_cos_sq a
```

For a continuous $G$ that vanishes when $|v|\ge2$, reflecting the negative half-line gives

$$\int_{-\infty}^{\infty}G(v)\,dv=\int_0^2\bigl(G(-v)+G(v)\bigr)\,dv.$$

```lean
/-- The integral over the line of a continuous function vanishing for `|v| ≥ 2` folds onto
the interval from 0 to 2. -/
theorem integral_fold (G : ℝ → ℂ) (hG : Continuous G) (h0 : ∀ v, 2 ≤ |v| → G v = 0) :
    ∫ v, G v = ∫ v in (0 : ℝ)..2, (G (-v) + G v) := by
  have hs : Function.support G ⊆ Ioc (-2) 2 := by
    intro v hv
    have h : |v| < 2 := lt_of_not_ge fun h => hv (h0 v h)
    exact ⟨(abs_lt.1 h).1, (abs_lt.1 h).2.le⟩
  have hn : Continuous (fun v => G (-v)) := hG.comp continuous_neg
  rw [intervalIntegral.integral_add (hn.intervalIntegrable _ _) (hG.intervalIntegrable _ _),
    intervalIntegral.integral_comp_neg G, neg_zero,
    intervalIntegral.integral_add_adjacent_intervals (hG.intervalIntegrable _ _)
      (hG.intervalIntegrable _ _),
    intervalIntegral.integral_eq_integral_of_support_subset hs]
```

Mathlib's Fourier transform has the kernel $e^{-2\pi iuw}$, so $a=2\pi w$. Since $C$ is even, folding cancels the sines and doubles the cosines:

$$\hat C(w)=4j_1(2\pi w)^2\qquad(w\ne0).$$

```lean
/-- The Fourier transform of the overlap function at frequency `w ≠ 0` is `4 j1(2 π w)^2`. -/
theorem fourier_overlap {w : ℝ} (hw : w ≠ 0) :
    𝓕 (fun u : ℝ => (overlap u : ℂ)) w = ((4 * j1 (2 * π * w) ^ 2 : ℝ) : ℂ) := by
  have ha : 2 * π * w ≠ 0 := mul_ne_zero (by positivity) hw
  rw [Real.fourier_real_eq_integral_exp_smul, integral_fold
    (fun v : ℝ => Complex.exp (((-2 * π * v * w : ℝ) : ℂ) * Complex.I) • (overlap v : ℂ))
    ((by fun_prop : Continuous fun v : ℝ =>
      Complex.exp (((-2 * π * v * w : ℝ) : ℂ) * Complex.I)).smul
      (Complex.continuous_ofReal.comp continuous_overlap))
    (fun v hv => by simp [overlap_eq_zero hv]),
    ← overlap_cosine ha, ← intervalIntegral.integral_ofReal]
  apply intervalIntegral.integral_congr
  intro v _
  have he : overlap (-v) = overlap v := by simp [overlap]
  have h1 : -2 * π * (-v) * w = 2 * π * w * v := by ring
  have h2 : -2 * π * v * w = -(2 * π * w * v) := by ring
  -- the odd sine parts cancel
  simp only [he, h1, h2, Complex.exp_mul_I, smul_eq_mul,
    ← Complex.ofReal_cos, ← Complex.ofReal_sin, Real.cos_neg, Real.sin_neg]
  push_cast
  ring
```

Inversion requires $\hat C$ to be integrable. Since $j_1(-y)=-j_1(y)$, its square is even, and a bound for $y>0$ is enough.

```lean
/-- The square of `j1` is even. -/
theorem j1_sq_abs (y : ℝ) : j1 |y| ^ 2 = j1 y ^ 2 := by
  rcases abs_choice y with h | h
  · rw [h]
  · rw [h]
    simp only [j1, Real.sin_neg, Real.cos_neg]
    ring
```

For $0<y\le1$, elementary bounds on sine and cosine give $|\sin y-y\cos y|\le y^2$, while $1+y^2\le2$. For $y\ge1$, $|\sin y-y\cos y|\le1+y\le2y$ and $1+y^2\le2y^2$. In both cases

$$(\sin y-y\cos y)^2(1+y^2)\le8y^4,\qquad\text{so}\qquad j_1(y)^2\le\frac{8}{1+y^2}.$$

```lean
/-- For `y > 0` the square of `j1` is at most `8/(1 + y^2)`. -/
theorem j1_sq_le {y : ℝ} (hy : 0 < y) : j1 y ^ 2 ≤ 8 * (1 + y ^ 2)⁻¹ := by
  have key : (sin y - y * cos y) ^ 2 * (1 + y ^ 2) ≤ 8 * y ^ 4 := by
    have hc : y * cos y ≤ y := by nlinarith [cos_le_one y]
    rcases le_total y 1 with h | h
    · have h3 : y ^ 3 ≤ y ^ 2 := by nlinarith [sq_nonneg y]
      have hl : y - y ^ 3 / 2 ≤ y * cos y := by
        nlinarith [mul_le_mul_of_nonneg_left (one_sub_sq_div_two_le_cos (x := y)) hy.le]
      have hN : (sin y - y * cos y) ^ 2 ≤ (y ^ 2) ^ 2 :=
        sq_le_sq' (by nlinarith [sin_gt_sub_cube hy, sq_nonneg y])
          (by nlinarith [sin_le hy.le, sq_nonneg y])
      calc _ ≤ (y ^ 2) ^ 2 * 2 :=
            mul_le_mul hN (by nlinarith) (by positivity) (by positivity)
        _ ≤ 8 * y ^ 4 := by nlinarith [pow_pos hy 4]
    · have hl : -y ≤ y * cos y := by nlinarith [neg_one_le_cos y]
      have hN : (sin y - y * cos y) ^ 2 ≤ (2 * y) ^ 2 :=
        sq_le_sq' (by linarith [neg_one_le_sin y]) (by linarith [sin_le_one y])
      calc _ ≤ (2 * y) ^ 2 * (2 * y ^ 2) :=
            mul_le_mul hN (by nlinarith) (by positivity) (by positivity)
        _ = 8 * y ^ 4 := by ring
  rw [j1, div_pow, ← div_eq_mul_inv, div_le_div_iff₀ (by positivity) (by positivity)]
  linarith [key, (by ring : (y ^ 2) ^ 2 = y ^ 4)]
```

Fourier inversion at the origin, the substitution $y=2\pi w$ and evenness now give

$$\frac23=C(0)=\int_{-\infty}^{\infty}4j_1(2\pi w)^2\,dw=\frac{4}{2\pi}\,2I=\frac{4I}{\pi},$$

hence $I=\pi/6$. In the proof, `hF` supplies integrability, `inv` the inversion, and `hsc` and `habs` the two changes of variable.

```lean
/-- The integral of `j1(y)^2` over `y > 0` is `π/6`. -/
theorem integral_j1_sq : ∫ y in Ioi (0 : ℝ), j1 y ^ 2 = π / 6 := by
  have hm : Measurable j1 :=
    (by fun_prop : Continuous fun y : ℝ => sin y - y * cos y).measurable.div
      (continuous_pow 2).measurable
  have hj : Integrable (fun y : ℝ => j1 y ^ 2) := by
    refine (integrable_inv_one_add_sq.const_mul 8).mono'
      (hm.pow_const 2).aestronglyMeasurable (ae_of_all _ fun y => ?_)
    rw [Real.norm_of_nonneg (sq_nonneg _)]
    rcases eq_or_ne y 0 with rfl | hy
    · norm_num [j1]
    · simpa only [j1_sq_abs, sq_abs] using j1_sq_le (abs_pos.2 hy)
  have hc : Continuous (fun u : ℝ => (overlap u : ℂ)) :=
    Complex.continuous_ofReal.comp continuous_overlap
  have hf : Integrable (fun u : ℝ => (overlap u : ℂ)) := by
    refine hc.integrable_of_hasCompactSupport
      (HasCompactSupport.intro (isCompact_Icc (a := (-2 : ℝ)) (b := 2)) fun v hv => ?_)
    have h : 2 ≤ |v| := le_of_not_gt fun h => hv ⟨(abs_lt.1 h).1.le, (abs_lt.1 h).2.le⟩
    simp [overlap_eq_zero h]
  have hae : 𝓕 (fun u : ℝ => (overlap u : ℂ)) =ᵐ[volume]
      fun w : ℝ => ((4 * j1 (2 * π * w) ^ 2 : ℝ) : ℂ) := by
    filter_upwards [compl_mem_ae_iff.2 (measure_singleton (0 : ℝ))] with w hw
    exact fourier_overlap hw
  have hF : Integrable (𝓕 (fun u : ℝ => (overlap u : ℂ))) :=
    (((hj.comp_mul_left' (by positivity : 2 * π ≠ 0)).const_mul 4).ofReal).congr hae.symm
  -- Fourier inversion at the origin
  have inv := hf.fourierInv_fourier_eq hF (v := 0) hc.continuousAt
  rw [Real.fourierInv_eq'] at inv
  simp only [inner_zero_right, mul_zero, Complex.ofReal_zero, zero_mul, Complex.exp_zero,
    one_smul] at inv
  rw [integral_congr_ae hae, integral_complex_ofReal] at inv
  have inv' : ∫ w : ℝ, 4 * j1 (2 * π * w) ^ 2 = overlap 0 := Complex.ofReal_injective inv
  have hsc : ∫ w : ℝ, j1 (2 * π * w) ^ 2 = |(2 * π)⁻¹| • ∫ y : ℝ, j1 y ^ 2 :=
    Measure.integral_comp_mul_left (fun y => j1 y ^ 2) (2 * π)
  have habs : ∫ y : ℝ, j1 y ^ 2 = 2 * ∫ y in Ioi (0 : ℝ), j1 y ^ 2 := by
    rw [← integral_comp_abs (f := fun y => j1 y ^ 2)]
    simp only [j1_sq_abs]
  have h0 : overlap 0 = 2 / 3 := by norm_num [overlap]
  rw [integral_const_mul, hsc, habs, abs_of_pos (by positivity), smul_eq_mul, h0] at inv'
  have hp : (2 * π)⁻¹ * (2 * π) = 1 := inv_mul_cancel₀ (by positivity)
  linear_combination (π / 4) * inv' - (∫ y in Ioi (0 : ℝ), j1 y ^ 2) * hp
```

In space, the factor $r^2$ cancels the denominator of the hole:

$$4\pi\int_0^\infty r^2h(r)\,dr=-\frac{36\pi n}{k_F^2}\int_0^\infty j_1(k_Fr)^2\,dr=-\frac{36\pi n}{k_F^3}\,\frac{\pi}{6}=-\frac{6\pi^2n}{k_F^3}.$$

In Lean, the separation vector `x` lies in `EuclideanSpace ℝ (Fin 3)` with Lebesgue measure, and `‖x‖` is $r$. The factor $4\pi$ arises as the dimension times the unit ball's volume. The hypothesis `0 < kF` excludes an empty Fermi sphere; `n` may be any real number.

```lean
/-- For `kF > 0` and any amplitude `n`, the hole integrates over three-dimensional space
to `-6 π^2 n / kF^3`. -/
theorem integral_hole (n : ℝ) {kF : ℝ} (hk : 0 < kF) :
    ∫ x : EuclideanSpace ℝ (Fin 3), hole n kF ‖x‖ = -(6 * π ^ 2 * n / kF ^ 3) := by
  have hv : volume.real (Metric.ball (0 : EuclideanSpace ℝ (Fin 3)) 1) = π * 4 / 3 := by
    rw [measureReal_def, EuclideanSpace.volume_ball_fin_three, ENNReal.ofReal_one, one_pow,
      one_mul, ENNReal.toReal_ofReal (by positivity)]
  have hsc : ∫ r in Ioi (0 : ℝ), j1 (kF * r) ^ 2
      = kF⁻¹ • ∫ y in Ioi (kF * 0), j1 y ^ 2 :=
    integral_comp_mul_left_Ioi (fun y => j1 y ^ 2) 0 hk
  -- the radial weight cancels the denominator of the hole
  have hr : ∫ r in Ioi (0 : ℝ), r ^ 2 • hole n kF r
      = -(9 * n / kF ^ 2) * (kF⁻¹ * (π / 6)) := by
    rw [mul_zero, integral_j1_sq, smul_eq_mul] at hsc
    rw [← hsc, ← integral_const_mul]
    refine setIntegral_congr_fun measurableSet_Ioi fun r hr => ?_
    have hr0 : r ≠ 0 := ne_of_gt hr
    simp only [hole, smul_eq_mul]
    field_simp
    ring
  rw [integral_fun_norm_addHaar volume (hole n kF)]
  simp only [finrank_euclideanSpace_fin, Nat.reduceSub]
  rw [hv, hr, nsmul_eq_mul, smul_eq_mul]
  push_cast
  field_simp
  ring
```

A filled Fermi sphere holds $n=k_F^3/(6\pi^2)$ electrons of each spin per unit volume. With this value the integral is $-1$. The theorem writes the hole out in full, so it can be read without the definition of `hole`.

```lean
/-- Exchange hole sum rule: for every `kF > 0` the exchange hole of the non-interacting uniform
electron gas, with `kF^3/(6 π^2)` as the density of one spin species, integrates over
three-dimensional space to `-1`. -/
theorem exchange_hole_sum_rule {kF : ℝ} (hk : 0 < kF) :
    ∫ x : EuclideanSpace ℝ (Fin 3),
      -(kF ^ 3 / (6 * π ^ 2)) * (3 * j1 (kF * ‖x‖) / (kF * ‖x‖)) ^ 2 = -1 := by
  have h := integral_hole (kF ^ 3 / (6 * π ^ 2)) hk
  simp only [hole] at h
  rw [h]
  field_simp
```

Conversely, $-6\pi^2n/k_F^3=-1$ forces $n=k_F^3/(6\pi^2)$.

```lean
/-- For `kF > 0`, a hole of amplitude `n` integrates to `-1` exactly when `n` is the
same-spin density `kF^3/(6 π^2)`. -/
theorem sum_rule_iff_density (n : ℝ) {kF : ℝ} (hk : 0 < kF) :
    ∫ x : EuclideanSpace ℝ (Fin 3), hole n kF ‖x‖ = -1 ↔ n = kF ^ 3 / (6 * π ^ 2) := by
  rw [integral_hole n hk, neg_inj, div_eq_iff (by positivity), eq_div_iff (by positivity)]
  constructor <;> intro h <;> linarith

end

end ExchangeHoleSumRule
```

```lean
#print axioms ExchangeHoleSumRule.exchange_hole_sum_rule
#print axioms ExchangeHoleSumRule.sum_rule_iff_density
```

```
'ExchangeHoleSumRule.exchange_hole_sum_rule' depends on axioms: [propext, Classical.choice, Quot.sound]
'ExchangeHoleSumRule.sum_rule_iff_density' depends on axioms: [propext, Classical.choice, Quot.sound]
```

In a density-functional calculation, the local density approximation for exchange amounts to assigning each point the exchange hole of a non-interacting uniform gas whose density is the local one. On a radial grid the integrand is $4\pi r^2h(r)=-(6k_F/\pi)\,j_1(k_Fr)^2$. Because $j_1(y)\approx-\cos y/y$ at large $y$, stopping at radius $R$ leaves out about $3/(\pi k_FR)$ of the missing electron, roughly a tenth at $k_FR=10$.
